# In least squares, Gaussians exp(−ax²) centred at the origin fit an odd function no better than zero does

**Q:** Take the odd function f(x) = x exp(−x²) and fit it with a single s-type Gaussian, g(x) = c exp(−x²). What does the squared error look like?

**A:** Expand the square and integrate over the line:

∫(f − g)² = ∫x² exp(−2x²) − 2c ∫x exp(−2x²) + c² ∫exp(−2x²)

The middle integrand is odd, so its integral is zero. The other two integrals are √(π/2)/4 and √(π/2), which gives

∫(f − g)² = √(π/2) · (1/4 + c²)

The best coefficient is c = 0. Any other value adds the fit's own squared norm to the error.

**Q:** That is one Gaussian and one convenient target. What about a long contraction?

**A:** Let f be any odd, square-integrable real function, and let g(x) = Σᵢ cᵢ exp(−aᵢx²) be a finite sum with real cᵢ and all aᵢ > 0. Each Gaussian is square integrable, because its square is a Gaussian with exponent 2aᵢ, and so g is too. The product fg is integrable because

fg = ½[(f + g)² − f² − g²]

We may therefore integrate the expanded square term by term:

∫(f − g)² = ∫f² − 2∫fg + ∫g²

Now substitute x → −x in the overlap. Since f(−x) = −f(x) and g(−x) = g(x),

∫fg = ∫f(−x)g(−x) dx = −∫fg

Hence ∫fg = 0, and

∫(f − g)² = ∫f² + ∫g²

The error equals ∫f² only if ∫g² = 0. As g is continuous, that means g vanishes everywhere.

**Q:** So s functions fail. Does a p function succeed?

**A:** It does if it overlaps with f. Put p(x) = x exp(−bx²) with b > 0, S = ∫fp and N = ∫p² > 0. For a real coefficient k,

∫(f − kp)² = ∫f² − 2kS + k²N

This parabola has its minimum at k = S/N, where

∫(f − kp)² = ∫f² − S²/N

If S ≠ 0, this is below ∫f², while every s-type contraction gives at least ∫f². With the normalised function p/√N, the gain S²/N is simply the squared overlap.

**Q:** Now the formal version. Which objects stand for the basis functions?

**A:** The index type `ι` is finite and labels the primitives. It may be empty, in which case g = 0.

```lean
import Mathlib

open MeasureTheory

namespace PolarisationFunctions

noncomputable section

variable {ι : Type*} [Fintype ι]
```

The contraction g is `sContraction c a`, with `c i` and `a i` for cᵢ and aᵢ. The coefficients multiply unnormalised primitives, which costs no generality because they are arbitrary.

```lean
/-- A finite contraction of s-type Gaussians on the line, with coefficients `c` and
exponents `a`. -/
def sContraction (c a : ι → ℝ) : ℝ → ℝ :=
  fun x => ∑ i, c i * Real.exp (-a i * x ^ 2)
```

The polarisation function p is `pGaussian b`, also unnormalised. Its squared norm is N = √(π/(2b))/(4b).

```lean
/-- The p-type Gaussian `x exp(-b x²)` on the line, used as a polarisation function. -/
def pGaussian (b : ℝ) : ℝ → ℝ :=
  fun x => x * Real.exp (-b * x ^ 2)
```

**Q:** And what exactly is assumed about f?

**A:** Two things. `hodd` says f(−x) = −f(x) for every x. `hf : MemLp f 2 volume` says that f is measurable, up to a set of measure zero, and square integrable with respect to length on the line. Integrability of f itself is not required. The condition `ha` makes every exponent positive, so that the primitives decay. Under these hypotheses `sq_error_sContraction` is the identity ∫(f − g)² = ∫f² + ∫g².

**Q:** My orbitals live in three dimensions, on several atoms, and I minimise an energy. How much of that is here?

**A:** Very little of it. The model has one dimension, one centre and real functions, and it measures quality by least squares. The shared centre matters: two s functions with the same exponent, displaced by equal distances to either side of the origin and given opposite coefficients, form an odd function. The bearing on electronic structure is a symmetry argument: in a potential symmetric under x → −x, the first-order response of an even orbital to a uniform field along the line is odd, so in this one-dimensional, one-centre model s functions cannot describe it.

**Q:** Then take me through the proof. Where does square integrability of the basis come from?

**A:** For the contraction, the lemma reduces the finite sum to single primitives, then uses the doubled exponent and Mathlib's integrability of Gaussians.

```lean
/-- A contraction of s-type Gaussians with positive exponents is square integrable. -/
theorem memLp_sContraction (c a : ι → ℝ) (ha : ∀ i, 0 < a i) :
    MemLp (sContraction c a) 2 volume := by
  unfold sContraction
  refine MeasureTheory.memLp_finsetSum _ fun i _ => MemLp.const_mul ?_ (c i)
  have hc : Continuous fun x : ℝ => Real.exp (-a i * x ^ 2) := by fun_prop
  rw [memLp_two_iff_integrable_sq hc.aestronglyMeasurable]
  -- the square of a Gaussian is a Gaussian with twice the exponent
  have h := integrable_exp_neg_mul_sq (b := 2 * a i) (by linarith [ha i])
  refine h.congr (Filter.Eventually.of_forall fun x => ?_)
  change Real.exp (-(2 * a i) * x ^ 2) = Real.exp (-a i * x ^ 2) ^ 2
  rw [← Real.exp_nat_mul]
  congr 1
  push_cast
  ring
```

The p function works the same way, with a factor x² in front of the squared exponential.

```lean
/-- A p-type Gaussian with positive exponent is square integrable. -/
theorem memLp_pGaussian {b : ℝ} (hb : 0 < b) : MemLp (pGaussian b) 2 volume := by
  have hc : Continuous (pGaussian b) := by unfold pGaussian; fun_prop
  rw [memLp_two_iff_integrable_sq hc.aestronglyMeasurable]
  have h := integrable_rpow_mul_exp_neg_mul_sq (b := 2 * b) (by linarith)
    (s := 2) (by norm_num)
  refine h.congr (Filter.Eventually.of_forall fun x => ?_)
  change x ^ (2 : ℝ) * Real.exp (-(2 * b) * x ^ 2) = (x * Real.exp (-b * x ^ 2)) ^ 2
  have e : Real.exp (-(2 * b) * x ^ 2) = Real.exp (-b * x ^ 2) ^ 2 := by
    rw [← Real.exp_nat_mul]
    congr 1
    push_cast
    ring
  rw [Real.rpow_two, e, mul_pow]
```

**Q:** Who guarantees that the square may be integrated term by term?

**A:** `sq_error_expansion` does. Its `huv` is the integrability of the product, obtained from the same half-difference of squares as above. After that, linearity of the integral gives the three terms.

```lean
/-- The squared error between two square-integrable functions is the sum of their squared
norms minus twice their overlap. -/
theorem sq_error_expansion {u v : ℝ → ℝ} (hu : MemLp u 2 volume) (hv : MemLp v 2 volume) :
    ∫ x, (u x - v x) ^ 2 = (∫ x, u x ^ 2) - 2 * (∫ x, u x * v x) + ∫ x, v x ^ 2 := by
  -- the overlap integrand is integrable, by polarisation of the square
  have huv : Integrable (fun x => u x * v x) volume := by
    have h := (((hu.add hv).integrable_sq.sub hu.integrable_sq).sub
      hv.integrable_sq).const_mul (1 / 2)
    refine h.congr (Filter.Eventually.of_forall fun x => ?_)
    simp only [Pi.add_apply, Pi.sub_apply]
    ring
  have h1 : Integrable (fun x => 2 * (u x * v x)) volume := huv.const_mul 2
  have h2 : Integrable (fun x => u x ^ 2 - 2 * (u x * v x)) volume :=
    hu.integrable_sq.sub h1
  have e : ∀ x, (u x - v x) ^ 2 = (u x ^ 2 - 2 * (u x * v x)) + v x ^ 2 := by
    intro x
    ring
  simp_rw [e]
  rw [integral_add h2 hv.integrable_sq, integral_sub hu.integrable_sq h1,
    integral_const_mul]
```

The equality case needs the passage from zero norm to zero function. A nonnegative integrand with zero integral vanishes almost everywhere, and a continuous function that vanishes almost everywhere vanishes at every point.

```lean
/-- A continuous square-integrable function has zero norm exactly when it vanishes
everywhere. -/
theorem integral_sq_eq_zero_iff {u : ℝ → ℝ} (hc : Continuous u) (hu : MemLp u 2 volume) :
    ∫ x, u x ^ 2 = 0 ↔ ∀ x, u x = 0 := by
  constructor
  · intro h
    have h1 := (integral_eq_zero_iff_of_nonneg (fun x => sq_nonneg (u x))
      hu.integrable_sq).1 h
    have h2 := (Continuous.ae_eq_iff_eq volume (hc.pow 2) continuous_zero).1 h1
    intro x
    have h3 := congrFun h2 x
    simpa using h3
  · intro h
    simp [h]
```

**Q:** And the parity argument?

**A:** It is the reflection, split in two. `h1` says that reflecting the line leaves the integral unchanged, and `h2` says that parity turns the reflected integral into its negative. `linarith` concludes that a number equal to its own negative is zero.

```lean
/-- For odd `f`, the Lean integral of `f` times `sContraction c a` is zero. It is a genuine overlap
when the product is integrable, and zero by convention otherwise. -/
theorem overlap_eq_zero {f : ℝ → ℝ} (hodd : ∀ x, f (-x) = -f x) (c a : ι → ℝ) :
    ∫ x, f x * sContraction c a x = 0 := by
  have heven : ∀ x, sContraction c a (-x) = sContraction c a x := by
    intro x
    simp [sContraction]
  -- reflect the line: the integral equals its own negative
  have h1 : ∫ x, f (-x) * sContraction c a (-x) = ∫ x, f x * sContraction c a x :=
    integral_neg_eq_self (fun x => f x * sContraction c a x) volume
  have h2 : ∫ x, f (-x) * sContraction c a (-x) = -∫ x, f x * sContraction c a x := by
    rw [← integral_neg]
    congr 1
    ext x
    rw [hodd x, heven x]
    ring
  linarith
```

**Q:** I notice that this lemma asks for neither positive exponents nor a square-integrable f.

**A:** The reflection argument uses neither. Whenever the product fg is integrable, the zero is a genuine overlap. When it is not, Lean assigns the value 0 to the integral, so the equation still holds, but without physical content. In the main theorem the hypotheses make the overlap a genuine integral. The proof inserts the zero overlap into the expansion.

```lean
/-- The squared error of fitting an odd square-integrable function by s-type Gaussians is the
squared norm of the function plus that of the fit. -/
theorem sq_error_sContraction {f : ℝ → ℝ} (hodd : ∀ x, f (-x) = -f x)
    (hf : MemLp f 2 volume) (c a : ι → ℝ) (ha : ∀ i, 0 < a i) :
    ∫ x, (f x - sContraction c a x) ^ 2
      = (∫ x, f x ^ 2) + ∫ x, sContraction c a x ^ 2 := by
  rw [sq_error_expansion hf (memLp_sContraction c a ha), overlap_eq_zero hodd c a]
  ring
```

**Q:** Does equality with the zero fit force all coefficients to vanish?

**A:** No, and the theorem does not say so. It says that the function g vanishes everywhere. If two primitives share an exponent, their coefficients can cancel without being zero. The proof subtracts ∫f² from both sides and applies the zero-norm lemma to g.

```lean
/-- An s-type fit to an odd square-integrable function has the same squared error as the zero fit
exactly when the fit vanishes everywhere. -/
theorem sq_error_eq_iff {f : ℝ → ℝ} (hodd : ∀ x, f (-x) = -f x)
    (hf : MemLp f 2 volume) (c a : ι → ℝ) (ha : ∀ i, 0 < a i) :
    ∫ x, (f x - sContraction c a x) ^ 2 = ∫ x, f x ^ 2 ↔ ∀ x, sContraction c a x = 0 := by
  have hc : Continuous (sContraction c a) := by unfold sContraction; fun_prop
  rw [sq_error_sContraction hodd hf c a ha,
    ← integral_sq_eq_zero_iff hc (memLp_sContraction c a ha)]
  constructor <;> intro h <;> linarith
```

**Q:** For the p function you divide by N. Is it known to be nonzero?

**A:** Yes. If N were zero, p would vanish everywhere, but p(1) = exp(−b) is not zero.

```lean
/-- The squared norm of a p-type Gaussian with positive exponent is positive. -/
theorem pGaussian_norm_pos {b : ℝ} (hb : 0 < b) : 0 < ∫ x, pGaussian b x ^ 2 := by
  have hc : Continuous (pGaussian b) := by unfold pGaussian; fun_prop
  have h0 : 0 ≤ ∫ x, pGaussian b x ^ 2 := integral_nonneg fun x => sq_nonneg _
  refine lt_of_le_of_ne h0 fun h => ?_
  have h1 := (integral_sq_eq_zero_iff hc (memLp_pGaussian hb)).1 h.symm 1
  simp [pGaussian] at h1
```

The next theorem evaluates the error at k = S/N. Inside it, `hq` is the parabola in k, and `key` is the algebra that turns −2S²/N + S²/N into −S²/N. The theorem gives the error at this coefficient; that it is the minimum follows from the parabola by hand. It assumes that f is square integrable and that b > 0, but not that f is odd.

```lean
/-- With coefficient overlap over squared norm, one p-type Gaussian lowers the squared error
by the squared overlap divided by the squared norm of the Gaussian. -/
theorem sq_error_pGaussian {f : ℝ → ℝ} (hf : MemLp f 2 volume) {b : ℝ} (hb : 0 < b) :
    ∫ x, (f x - (∫ y, f y * pGaussian b y) / (∫ y, pGaussian b y ^ 2) * pGaussian b x) ^ 2
      = (∫ x, f x ^ 2) - (∫ x, f x * pGaussian b x) ^ 2 / ∫ x, pGaussian b x ^ 2 := by
  -- the error is a quadratic polynomial in the coefficient
  have hq : ∀ k : ℝ, ∫ x, (f x - k * pGaussian b x) ^ 2 = (∫ x, f x ^ 2)
      - 2 * (k * ∫ x, f x * pGaussian b x) + k ^ 2 * ∫ x, pGaussian b x ^ 2 := by
    intro k
    have h := sq_error_expansion hf ((memLp_pGaussian hb).const_mul k)
    have e1 : ∫ x, f x * (k * pGaussian b x) = k * ∫ x, f x * pGaussian b x := by
      rw [← integral_const_mul]
      congr 1
      ext x
      ring
    have e2 : ∫ x, (k * pGaussian b x) ^ 2 = k ^ 2 * ∫ x, pGaussian b x ^ 2 := by
      rw [← integral_const_mul]
      congr 1
      ext x
      ring
    rw [e1, e2] at h
    exact h
  have key : ∀ F S N : ℝ, N ≠ 0 →
      F - 2 * (S / N * S) + (S / N) ^ 2 * N = F - S ^ 2 / N := by
    intro F S N hN
    field_simp
    ring
  rw [hq]
  exact key _ _ _ (pGaussian_norm_pos hb).ne'
```

**Q:** The final comparison assumes `hS`, a nonzero overlap. Isn't that automatic for a nonzero odd function?

**A:** Not for a given b. The function

f(x) = (x³ − 3x/(4b)) exp(−bx²)

is odd and nonzero, yet orthogonal to p. Physically, `hS` says that the chosen polarisation function has some component along the target. When it does, S²/N is positive and ∫g² is nonnegative, so

∫f² − S²/N < ∫f² ≤ ∫f² + ∫g²

The left end is the error with one p function, and the right end is the error with the contraction. The proof establishes the two signs as `h1` and `h2` and combines them. The length of the contraction plays no part, so one overlapping p function, suitably scaled, beats any finite number of s functions on this centre.

```lean
/-- If an odd square-integrable function overlaps with a p-type Gaussian, that single Gaussian,
suitably scaled, fits it strictly better than any finite contraction of s-type Gaussians. -/
theorem pGaussian_beats_sContraction {f : ℝ → ℝ} (hodd : ∀ x, f (-x) = -f x)
    (hf : MemLp f 2 volume) {b : ℝ} (hb : 0 < b) (hS : ∫ x, f x * pGaussian b x ≠ 0)
    (c a : ι → ℝ) (ha : ∀ i, 0 < a i) :
    ∫ x, (f x - (∫ y, f y * pGaussian b y) / (∫ y, pGaussian b y ^ 2) * pGaussian b x) ^ 2
      < ∫ x, (f x - sContraction c a x) ^ 2 := by
  rw [sq_error_pGaussian hf hb, sq_error_sContraction hodd hf c a ha]
  have h1 : 0 < (∫ x, f x * pGaussian b x) ^ 2 / ∫ x, pGaussian b x ^ 2 :=
    div_pos (pow_pos (abs_pos.2 hS) 2 |>.trans_eq (sq_abs _)) (pGaussian_norm_pos hb)
  have h2 : 0 ≤ ∫ x, sContraction c a x ^ 2 := integral_nonneg fun x => sq_nonneg _
  linarith

end

end PolarisationFunctions
```

```lean
#print axioms PolarisationFunctions.sq_error_eq_iff
#print axioms PolarisationFunctions.pGaussian_beats_sContraction
```

```
'PolarisationFunctions.sq_error_eq_iff' depends on axioms: [propext, Classical.choice, Quot.sound]
'PolarisationFunctions.pGaussian_beats_sContraction' depends on axioms: [propext, Classical.choice, Quot.sound]
```
